# Linearly independent real basis functions in a fixed order have exactly one Cholesky-orthogonalized basis

Every real symmetric positive definite $n\times n$ matrix $S$ can be written as
$$S = L L^{T}$$
for exactly one lower triangular $L$ with positive diagonal. If $S_{ij}=\langle\varphi_i,\varphi_j\rangle$ is the overlap matrix of linearly independent real functions $\varphi_0,\dots,\varphi_{n-1}$, then exactly one orthonormal family $\chi$ satisfies $\varphi_i=\sum_j L_{ij}\chi_j$ with an $L$ of that kind. The order matters: for two functions with nonzero overlap, reversing it gives a first orthonormal function that is absent from the original $\chi$.

## Orthogonalizing before diagonalization

In a finite real basis and exact arithmetic, the Cholesky factor turns the generalized eigenproblem $FC=SC\varepsilon$, with $F$ the Fock or Kohn–Sham matrix, $C$ the orbital coefficients and $\varepsilon$ the diagonal matrix of orbital energies, into the ordinary one for $L^{-1}FL^{-T}$. The matrix of a given operator in the orthogonal basis can be compared entry by entry between two programs if both use the same functions in the same order and the lower triangular $L$ with positive diagonal in $S=LL^T$.

## Eliminating one function at a time

Indices start at 0. Let $S$ have size $n+1$. Its entry $S_{00}$ is positive, and projecting the first function out of the others leaves the reduced overlap
$$S'_{ij}=S_{i+1,j+1}-\frac{S_{i+1,0}S_{j+1,0}}{S_{00}},\qquad 0\le i,j<n .$$
It is symmetric. To see that it is positive definite, take $y\ne0$ in $\mathbb R^n$, set $c=\sum_j S_{j+1,0}y_j$ and $t=-c/S_{00}$, and extend $y$ to $x=(t,y)\neq 0$. Then
$$0<x^TSx=S_{00}t^2+2tc+\sum_{ij}y_iS_{i+1,j+1}y_j=\sum_{ij}y_iS_{i+1,j+1}y_j-\frac{c^2}{S_{00}}=y^TS'y .$$

Now use induction on the size. The empty matrix has one factor, itself. For size $n+1$, a lower triangular $L$ satisfies $LL^T=S$ exactly when
$$L_{00}^2=S_{00},\qquad L_{i+1,0}L_{00}=S_{i+1,0},$$
$$\sum_k L_{i+1,k+1}L_{j+1,k+1}=S_{i+1,j+1}-L_{i+1,0}L_{j+1,0}.$$
The positive diagonal forces $L_{00}=\sqrt{S_{00}}$, and then $L_{i+1,0}=S_{i+1,0}/\sqrt{S_{00}}$. The right-hand side of the last equation is now $S'_{ij}$, so the remaining block must be a Cholesky factor of $S'$. By induction there is exactly one. Inserting it satisfies all the equations, which gives existence and uniqueness together.

## From the factor to the orthonormal functions

For linearly independent $\varphi_i$ and $x\ne0$,
$$x^TSx=\Big\|\sum_i x_i\varphi_i\Big\|^2>0,$$
so $S$ is positive definite. If $\varphi_i=\sum_jL_{ij}\chi_j$ with $\chi$ orthonormal, then
$$S_{ij}=\sum_{kl}L_{ik}L_{jl}\langle\chi_k,\chi_l\rangle=(LL^T)_{ij},$$
so $L$ is the Cholesky factor of $S$. Since $(\det L)^2=\det S>0$, it is invertible, and $\chi_i=\sum_j(L^{-1})_{ij}\varphi_j$ is forced. Conversely, the functions given by this formula have overlap matrix $L^{-1}SL^{-T}=1$, and multiplying by $L$ recovers $\varphi$.

For two functions with $\langle\varphi_0,\varphi_1\rangle\ne0$,
$$\varphi_0=L_{00}\chi_0,\qquad \varphi_1=L_{10}\chi_0+L_{11}\chi_1 .$$
Here $L_{11}>0$, and $L_{00}L_{10}=\langle\varphi_0,\varphi_1\rangle$ gives $L_{10}\neq0$. In the reversed order, with factor $M$ and orthonormal functions $\chi'$, the first equation is $\varphi_1=M_{00}\chi'_0$. If $\chi'_0=\chi_0$, the component along $\chi_1$ gives $L_{11}=0$. If $\chi'_0=\chi_1$, the component along $\chi_0$ gives $L_{10}=0$. Both are impossible.

## The Lean file

```lean
import Mathlib

open Matrix

namespace CholeskyOrthogonalization

/-- A real matrix that is lower triangular with positive diagonal entries. -/
def IsLowerPos {n : ℕ} (L : Matrix (Fin n) (Fin n) ℝ) : Prop :=
  (∀ i j, i < j → L i j = 0) ∧ ∀ i, 0 < L i i

/-- The overlap matrix of the remaining basis functions after the first one has been projected out
of them, when `S` is the overlap matrix of the full set and `S 0 0 ≠ 0`. -/
noncomputable def projectFirst {n : ℕ} (S : Matrix (Fin (n + 1)) (Fin (n + 1)) ℝ) :
    Matrix (Fin n) (Fin n) ℝ :=
  Matrix.of fun i j => S i.succ j.succ - S i.succ 0 * S j.succ 0 / S 0 0

/-- If `S` is positive definite, so is the reduced matrix `projectFirst S`. -/
theorem projectFirst_posDef {n : ℕ} {S : Matrix (Fin (n + 1)) (Fin (n + 1)) ℝ}
    (hS : S.PosDef) : (projectFirst S).PosDef := by
  have hsym : ∀ i j, S i j = S j i := fun i j => by
    simpa using (hS.isHermitian.apply i j).symm
  have ha : 0 < S 0 0 := hS.diag_pos
  rw [Matrix.posDef_iff_dotProduct_mulVec]
  constructor
  · refine Matrix.IsHermitian.ext fun i j => ?_
    simp only [projectFirst, Matrix.of_apply, star_trivial]
    rw [hsym j.succ i.succ, mul_comm (S j.succ 0)]
  · intro y hy
    obtain ⟨c, hc⟩ : ∃ c, c = ∑ j, S j.succ 0 * y j := ⟨_, rfl⟩
    obtain ⟨t, ht⟩ : ∃ t, S 0 0 * t = -c := ⟨-c / S 0 0, by field_simp⟩
    -- extend `y` by the amount `t` of the first function that minimises the form
    have hx : (Fin.cons t y : Fin (n + 1) → ℝ) ≠ 0 := fun h =>
      hy (funext fun i => by simpa using congrFun h i.succ)
    have hpos := hS.dotProduct_mulVec_pos hx
    have hc1 : ∑ j, S 0 j.succ * y j = c := by
      rw [hc]
      exact Finset.sum_congr rfl fun j _ => by rw [hsym 0 j.succ]
    have hc2 : ∑ i, y i * (S i.succ 0 * t) = c * t := by
      rw [hc, Finset.sum_mul]
      exact Finset.sum_congr rfl fun i _ => by ring
    have hc3 : ∑ i, y i * (S i.succ 0 / S 0 0 * c) = c * c / S 0 0 := by
      have h : ∑ i, y i * (S i.succ 0 / S 0 0 * c)
          = (∑ i, S i.succ 0 * y i) * (c / S 0 0) := by
        rw [Finset.sum_mul]
        exact Finset.sum_congr rfl fun i _ => by ring
      rw [h, ← hc]
      ring
    have hrow : ∀ i : Fin n,
        ∑ j, (S i.succ j.succ - S i.succ 0 * S j.succ 0 / S 0 0) * y j
          = ∑ j, S i.succ j.succ * y j - S i.succ 0 / S 0 0 * c := fun i => by
      rw [hc, Finset.mul_sum, ← Finset.sum_sub_distrib]
      exact Finset.sum_congr rfl fun j _ => by ring
    simp only [star_trivial, dotProduct, Matrix.mulVec, Fin.sum_univ_succ, Fin.cons_zero,
      Fin.cons_succ, mul_add, Finset.sum_add_distrib, hc1, hc2] at hpos
    simp only [star_trivial, dotProduct, Matrix.mulVec, projectFirst, Matrix.of_apply]
    simp only [hrow]
    simp only [mul_sub, Finset.sum_sub_distrib, hc3]
    have h1 : c * c / S 0 0 = -(c * t) := by
      rw [div_eq_iff ha.ne']
      linear_combination c * ht
    have h2 : t * (S 0 0 * t) = -(t * c) := by rw [ht]; ring
    linarith

/-- Cholesky factorization: a real symmetric positive definite matrix `S` equals `L Lᵀ` for
exactly one lower triangular `L` with positive diagonal. -/
theorem existsUnique_cholesky {n : ℕ} (S : Matrix (Fin n) (Fin n) ℝ) (hS : S.PosDef) :
    ∃! L : Matrix (Fin n) (Fin n) ℝ, IsLowerPos L ∧ L * Lᵀ = S := by
  induction n with
  | zero =>
    refine ⟨0, ⟨⟨fun i => i.elim0, fun i => i.elim0⟩, ?_⟩, fun M _ => ?_⟩
    · ext i j
      exact i.elim0
    · ext i j
      exact i.elim0
  | succ n ih =>
    obtain ⟨K, ⟨⟨hK0, hKp⟩, hK⟩, hKu⟩ := ih (projectFirst S) (projectFirst_posDef hS)
    have hsym : ∀ i j, S i j = S j i := fun i j => by
      simpa using (hS.isHermitian.apply i j).symm
    have ha : 0 < S 0 0 := hS.diag_pos
    obtain ⟨r, hr, hrr⟩ : ∃ r : ℝ, 0 < r ∧ r * r = S 0 0 :=
      ⟨√(S 0 0), Real.sqrt_pos.mpr ha, Real.mul_self_sqrt ha.le⟩
    have hKe : ∀ i j, ∑ k, K i k * K j k
        = S i.succ j.succ - S i.succ 0 * S j.succ 0 / S 0 0 := fun i j => by
      have h := congrFun (congrFun hK i) j
      simpa only [Matrix.mul_apply, Matrix.transpose_apply, projectFirst,
        Matrix.of_apply] using h
    -- border the factor of the reduced overlap by the first column of `S` divided by `r`
    obtain ⟨L, h00, h0s, hs0, hss⟩ : ∃ L : Matrix (Fin (n + 1)) (Fin (n + 1)) ℝ,
        L 0 0 = r ∧ (∀ j : Fin n, L 0 j.succ = 0) ∧
        (∀ i : Fin n, L i.succ 0 = S i.succ 0 / r) ∧
        ∀ i j : Fin n, L i.succ j.succ = K i j :=
      ⟨fun i j => Fin.cases (motive := fun _ => ℝ)
        (Fin.cases (motive := fun _ => ℝ) r (fun _ => 0) j)
        (fun i' => Fin.cases (motive := fun _ => ℝ) (S i'.succ 0 / r) (K i') j) i,
        by simp, by simp, by simp, by simp⟩
    refine ⟨L, ⟨⟨fun i j hij => ?_, fun i => ?_⟩, ?_⟩, ?_⟩
    · cases i using Fin.cases with
      | zero =>
        cases j using Fin.cases with
        | zero => exact absurd hij (lt_irrefl _)
        | succ j => exact h0s j
      | succ i =>
        cases j using Fin.cases with
        | zero => exact absurd hij (Fin.not_lt_zero _)
        | succ j =>
          rw [hss]
          exact hK0 i j (Fin.succ_lt_succ_iff.mp hij)
    · cases i using Fin.cases with
      | zero => rw [h00]; exact hr
      | succ i => rw [hss]; exact hKp i
    · ext i j
      rw [Matrix.mul_apply, Fin.sum_univ_succ]
      simp only [Matrix.transpose_apply]
      cases i using Fin.cases with
      | zero =>
        cases j using Fin.cases with
        | zero => simp only [h00, h0s, mul_zero, Finset.sum_const_zero, add_zero, hrr]
        | succ j =>
          simp only [h00, h0s, hs0, zero_mul, Finset.sum_const_zero, add_zero]
          rw [hsym 0 j.succ]
          field_simp
      | succ i =>
        cases j using Fin.cases with
        | zero =>
          simp only [h00, h0s, hs0, mul_zero, Finset.sum_const_zero, add_zero]
          field_simp
        | succ j =>
          simp only [hs0, hss]
          rw [hKe, ← hrr]
          ring
    · -- any other factor has the same first column, and its remaining block is `K`
      rintro M ⟨⟨hM0, hMp⟩, hM⟩
      have hMe : ∀ i j, M i 0 * M j 0 + ∑ k : Fin n, M i k.succ * M j k.succ = S i j :=
        fun i j => by
          rw [← hM, Matrix.mul_apply, Fin.sum_univ_succ]
          rfl
      have hM0s : ∀ k : Fin n, M 0 k.succ = 0 := fun k => hM0 _ _ (Fin.succ_pos k)
      have hm00 : M 0 0 = r := by
        have h := hMe 0 0
        simp only [hM0s, mul_zero, Finset.sum_const_zero, add_zero] at h
        exact (mul_self_eq_mul_self_iff.mp (h.trans hrr.symm)).resolve_right
          fun h' => by linarith [hMp 0]
      have hms0 : ∀ i : Fin n, M i.succ 0 = S i.succ 0 / r := fun i => by
        have h := hMe i.succ 0
        simp only [hM0s, mul_zero, Finset.sum_const_zero, add_zero] at h
        rw [eq_div_iff hr.ne', ← hm00]
        exact h
      have hblock : (Matrix.of fun i j : Fin n => M i.succ j.succ) = K := by
        refine hKu _ ⟨⟨fun i j hij => hM0 _ _ (Fin.succ_lt_succ_iff.mpr hij),
          fun i => hMp _⟩, ?_⟩
        ext i j
        have h := hMe i.succ j.succ
        simp only [hms0] at h
        simp only [Matrix.mul_apply, Matrix.transpose_apply, Matrix.of_apply, projectFirst]
        rw [← hrr]
        linear_combination h
      ext i j
      cases i using Fin.cases with
      | zero =>
        cases j using Fin.cases with
        | zero => rw [hm00, h00]
        | succ j => rw [hM0s, h0s]
      | succ i =>
        cases j using Fin.cases with
        | zero => rw [hms0, hs0]
        | succ j => rw [hss]; exact congrFun (congrFun hblock i) j

variable {E : Type*} [NormedAddCommGroup E] [InnerProductSpace ℝ E] {n : ℕ}

/-- The overlap matrix of a finite ordered family of real basis functions. -/
def overlap (φ : Fin n → E) : Matrix (Fin n) (Fin n) ℝ :=
  Matrix.of fun i j => inner ℝ (φ i) (φ j)

/-- `χ` is a Cholesky-orthogonalized basis for `φ`: it is orthonormal, and `φ` is expanded in
it by a lower triangular matrix with positive diagonal. -/
def IsCholeskyBasis (φ χ : Fin n → E) : Prop :=
  Orthonormal ℝ χ ∧ ∃ L : Matrix (Fin n) (Fin n) ℝ,
    IsLowerPos L ∧ ∀ i, φ i = ∑ j, L i j • χ j

/-- Linearly independent basis functions have a positive definite overlap matrix. -/
theorem overlap_posDef {φ : Fin n → E} (hφ : LinearIndependent ℝ φ) :
    (overlap φ).PosDef := by
  rw [Matrix.posDef_iff_dotProduct_mulVec]
  constructor
  · refine Matrix.IsHermitian.ext fun i j => ?_
    simp only [overlap, Matrix.of_apply, star_trivial]
    exact real_inner_comm _ _
  · intro x hx
    have hne : ∑ i, x i • φ i ≠ 0 := fun h =>
      hx (funext (Fintype.linearIndependent_iff.mp hφ x h))
    -- the quadratic form is the squared norm of the combined function
    have e : star x ⬝ᵥ overlap φ *ᵥ x
        = inner ℝ (∑ i, x i • φ i) (∑ i, x i • φ i) := by
      rw [sum_inner]
      simp only [star_trivial, dotProduct, Matrix.mulVec, overlap, Matrix.of_apply,
        inner_sum, real_inner_smul_left, real_inner_smul_right, Finset.mul_sum]
      exact Finset.sum_congr rfl fun i _ => Finset.sum_congr rfl fun j _ => by ring
    rw [e, real_inner_self_eq_norm_sq]
    exact pow_pos (norm_pos_iff.mpr hne) 2

/-- If `φ` is expanded in an orthonormal family with coefficient matrix `L`, its overlap
matrix is `L Lᵀ`. -/
theorem overlap_of_expansion {φ χ : Fin n → E} (hχ : Orthonormal ℝ χ)
    {L : Matrix (Fin n) (Fin n) ℝ} (h : ∀ i, φ i = ∑ j, L i j • χ j) :
    L * Lᵀ = overlap φ := by
  ext i j
  simp only [Matrix.mul_apply, Matrix.transpose_apply, overlap, Matrix.of_apply, h]
  rw [hχ.inner_sum (L i) (L j) Finset.univ]
  simp

/-- Linearly independent basis functions in a given order have exactly one
Cholesky-orthogonalized basis. -/
theorem existsUnique_choleskyBasis {φ : Fin n → E} (hφ : LinearIndependent ℝ φ) :
    ∃! χ : Fin n → E, IsCholeskyBasis φ χ := by
  obtain ⟨L, ⟨hL, hLS⟩, hu⟩ := existsUnique_cholesky (overlap φ) (overlap_posDef hφ)
  have hdet : L.det ≠ 0 := fun h => by
    have hp := (overlap_posDef hφ).det_pos
    rw [← hLS, Matrix.det_mul, h, zero_mul] at hp
    exact lt_irrefl _ hp
  have hi : L⁻¹ * L = 1 := Matrix.nonsing_inv_mul L (isUnit_iff_ne_zero.mpr hdet)
  have hi' : L * L⁻¹ = 1 := Matrix.mul_nonsing_inv L (isUnit_iff_ne_zero.mpr hdet)
  have comb : ∀ (A B : Matrix (Fin n) (Fin n) ℝ) (v : Fin n → E) (i : Fin n),
      ∑ j, A i j • ∑ k, B j k • v k = ∑ k, (A * B) i k • v k := fun A B v i => by
    simp only [Finset.smul_sum, smul_smul, Matrix.mul_apply, Finset.sum_smul]
    exact Finset.sum_comm
  have one : ∀ (v : Fin n → E) (i : Fin n),
      ∑ k, (1 : Matrix (Fin n) (Fin n) ℝ) i k • v k = v i := fun v i => by
    simp [Matrix.one_apply]
  refine ⟨fun i => ∑ j, L⁻¹ i j • φ j, ⟨?_, L, hL, fun i => ?_⟩, ?_⟩
  · -- the overlap matrix of the new functions is `L⁻¹ S L⁻ᵀ = 1`
    have key : L⁻¹ * overlap φ * (L⁻¹)ᵀ = 1 := by
      rw [← hLS]
      calc L⁻¹ * (L * Lᵀ) * (L⁻¹)ᵀ = (L⁻¹ * L) * (L⁻¹ * L)ᵀ := by
            rw [Matrix.transpose_mul]
            simp only [Matrix.mul_assoc]
        _ = 1 := by rw [hi, Matrix.transpose_one, mul_one]
    rw [orthonormal_iff_ite]
    intro i j
    have h := congrFun (congrFun key i) j
    rw [Matrix.one_apply] at h
    refine Eq.trans ?_ h
    show inner ℝ (∑ l, L⁻¹ i l • φ l) (∑ k, L⁻¹ j k • φ k) = _
    rw [inner_sum]
    simp only [sum_inner, real_inner_smul_left, real_inner_smul_right, Matrix.mul_apply,
      Matrix.transpose_apply, overlap, Matrix.of_apply, Finset.sum_mul]
    exact Finset.sum_congr rfl fun k _ => Finset.sum_congr rfl fun l _ => by ring
  · exact ((comb L L⁻¹ φ i).trans (by rw [hi']; exact one φ i)).symm
  · rintro χ ⟨hχ, M, hM, hφM⟩
    have hML : M = L := hu M ⟨hM, overlap_of_expansion hχ hφM⟩
    rw [hML] at hφM
    funext i
    have h : ∑ j, L⁻¹ i j • φ j = ∑ j, L⁻¹ i j • ∑ k, L j k • χ k :=
      Finset.sum_congr rfl fun j _ => by rw [hφM j]
    exact (h.trans ((comb L⁻¹ L χ i).trans (by rw [hi]; exact one χ i))).symm

/-- For two basis functions with nonzero overlap, the first Cholesky function of the reversed
order does not occur in the Cholesky basis of the original order. -/
theorem reversed_order_differs {φ χ χ' : Fin 2 → E} (hs : inner ℝ (φ 0) (φ 1) ≠ 0)
    (h : IsCholeskyBasis φ χ) (h' : IsCholeskyBasis ![φ 1, φ 0] χ') :
    χ' 0 ∉ Set.range χ := by
  obtain ⟨hχ, L, ⟨hL0, hLp⟩, hL⟩ := h
  obtain ⟨_, M, ⟨hM0, _⟩, hM⟩ := h'
  have e0 : φ 0 = L 0 0 • χ 0 := by
    rw [hL 0, Fin.sum_univ_two, hL0 0 1 (by decide), zero_smul, add_zero]
  have e1 : φ 1 = L 1 0 • χ 0 + L 1 1 • χ 1 := by rw [hL 1, Fin.sum_univ_two]
  have f : φ 1 = M 0 0 • χ' 0 := by
    have h := hM 0
    rw [Fin.sum_univ_two, hM0 0 1 (by decide), zero_smul, add_zero] at h
    exact h
  have n0 : inner ℝ (χ 0) (χ 0) = 1 := by
    rw [real_inner_self_eq_norm_sq, hχ.1 0, one_pow]
  have n1 : inner ℝ (χ 1) (χ 1) = 1 := by
    rw [real_inner_self_eq_norm_sq, hχ.1 1, one_pow]
  have o : inner ℝ (χ 0) (χ 1) = 0 := hχ.2 (by decide)
  have o' : inner ℝ (χ 1) (χ 0) = 0 := hχ.2 (by decide)
  have hL10 : L 1 0 ≠ 0 := fun h => hs (by
    rw [e0, e1]
    simp [real_inner_smul_left, real_inner_smul_right, o, h])
  intro hmem
  -- compare the components of `φ 1` along `χ 1` and `χ 0`
  rcases Fin.exists_fin_two.mp hmem with hk | hk
  · rw [← hk] at f
    have g := congrArg (fun v => inner ℝ (χ 1) v) (e1.symm.trans f)
    simp only [inner_add_right, real_inner_smul_right, n1, o', mul_zero, mul_one,
      zero_add] at g
    exact (hLp 1).ne' g
  · rw [← hk] at f
    have g := congrArg (fun v => inner ℝ (χ 0) v) (e1.symm.trans f)
    simp only [inner_add_right, real_inner_smul_right, n0, o, mul_zero, mul_one,
      add_zero] at g
    exact hL10 g

end CholeskyOrthogonalization
```

```lean
#print axioms CholeskyOrthogonalization.existsUnique_choleskyBasis
#print axioms CholeskyOrthogonalization.reversed_order_differs
```

```
'CholeskyOrthogonalization.existsUnique_choleskyBasis' depends on axioms: [propext, Classical.choice, Quot.sound]
'CholeskyOrthogonalization.reversed_order_differs' depends on axioms: [propext, Classical.choice, Quot.sound]
```

## What the theorems say about a basis set

In `existsUnique_cholesky`, the hypothesis `S.PosDef` includes symmetry, and `∃!` states that a factor exists and is the only one. `IsLowerPos` fixes the convention: zeros above the diagonal, positive numbers on it. Without the sign condition, flipping the sign of a column of $L$ would give another factor.

The basis functions are a map `φ : Fin n → E` into any real inner product space `E`; the argument in `Fin n` carries their order. They need not be normalized. `overlap φ` holds their inner products, and `IsCholeskyBasis φ χ` says that `χ` is orthonormal and expands `φ` through some matrix satisfying `IsLowerPos`. Linear independence, the hypothesis of `existsUnique_choleskyBasis`, means physically that no function in the set is redundant.

The statements concern real numbers and exact arithmetic. They don't cover complex overlap matrices, as with Bloch functions at a general k-point, nor rounding error, nearly dependent basis sets or pivoting. The order dependence in `reversed_order_differs` is proved for two functions with nonzero overlap, not for general permutations.

## How the proof follows the elimination

`projectFirst_posDef` builds the extended vector as `Fin.cons t y`. Splitting off the first term of each sum with `Fin.sum_univ_succ` exposes the quadratic form above, and `linarith` combines the pieces.

`existsUnique_cholesky` is the induction. It obtains the factor `K` of the reduced overlap, borders it with the forced first column, and checks the product entry by entry. For a competing factor `M`, `hm00` takes the positive square root, `hms0` fixes the rest of the column, and `hblock` identifies the remaining block with `K` through the uniqueness half of the induction hypothesis.

`overlap_posDef` rewrites the quadratic form as a squared norm, and `overlap_of_expansion` computes $LL^T$ from orthonormality. `existsUnique_choleskyBasis` joins them: `hdet` makes `L` invertible, `key` is $L^{-1}SL^{-T}=1$, and `comb` composes two successive expansions into a matrix product. Uniqueness of `χ` then follows by applying `L⁻¹` to its expansion. `reversed_order_differs` splits into the two cases above and takes the inner product with the other orthonormal function in each.
